# After a Davidson collapse, orthogonal directions couple to the Ritz vectors only through the residuals

## Search basis, stored products and Ritz coefficients

Let A be a square matrix over ℝ or ℂ, and write Mᴴ for the conjugate transpose of M, which over ℝ is the ordinary transpose. The Lean field `𝕜` covers both cases. Four index types label the spaces: `n` for the coordinates on which A acts, `m` for the columns of the search basis, `k` for the Ritz vectors that are kept, and `p` for the columns of a new block.

```lean
import Mathlib

open Matrix
open scoped ComplexOrder

namespace DavidsonCollapse

variable {𝕜 n m k p : Type*} [RCLike 𝕜] [Fintype n] [Fintype m] [Fintype k]
  [DecidableEq m] [DecidableEq k]
```

A Davidson iteration holds a search basis V and the products of A with its columns:

VᴴV = 1,  W = AV.

The matrix W is stored because applying A is usually the expensive operation. The two equations are the two fields of `IsDavidsonState`.

```lean
/-- A Davidson state: an orthonormal search basis `V` together with the stored
products `W = A V`. -/
structure IsDavidsonState (A : Matrix n n 𝕜) (V W : Matrix n m 𝕜) : Prop where
  orthonormal : Vᴴ * V = 1
  products : W = A * V
```

The projected matrix is VᴴAV = VᴴW. From its eigenvectors one keeps a set of orthonormal columns Y, with eigenvalues θ on the diagonal of Θ:

YᴴY = 1,  VᴴWY = YΘ.

Y may have fewer columns than V, as it does in a restart that discards part of the search space. Both equations are hypotheses here: how the small eigenproblem is solved plays no part. The values θ are typed as elements of `𝕜`; when A is Hermitian the equations themselves force them to be real.

```lean
/-- Orthonormal coefficient columns `Y` that solve the projected eigenvalue problem
`(Vᴴ W) Y = Y Θ` with `Θ` the diagonal matrix of the values `θ`. -/
structure IsRitzSelection (V W : Matrix n m 𝕜) (Y : Matrix m k 𝕜) (θ : k → 𝕜) : Prop where
  orthonormal : Yᴴ * Y = 1
  galerkin : Vᴴ * W * Y = Y * diagonal θ
```

The Ritz vectors are the columns of X = VY. Their residuals form the block

R = WY − XΘ.

Since WY = AVY = AX, this is AX − XΘ, the amount by which the Ritz vectors fail the eigenvalue equation. The definition uses only stored quantities, so evaluating it takes no further application of A.

```lean
/-- The block of Ritz residuals `W Y - (V Y) Θ`, computed from stored quantities. -/
def residual (V W : Matrix n m 𝕜) (Y : Matrix m k 𝕜) (θ : k → 𝕜) : Matrix n k 𝕜 :=
  W * Y - V * Y * diagonal θ
```

## Residuals are orthogonal to the search space

Multiply R by Vᴴ. The eigenvalue equation of the projected matrix gives the first term, and the orthonormality of V gives the second:

VᴴR = VᴴWY − VᴴVYΘ = YΘ − YΘ = 0.

```lean
variable {A : Matrix n n 𝕜} {V W : Matrix n m 𝕜} {Y : Matrix m k 𝕜} {θ : k → 𝕜}

/-- The Ritz residuals are orthogonal to the whole search space. -/
theorem residual_orthogonal (hV : IsDavidsonState A V W) (hY : IsRitzSelection V W Y θ) :
    Vᴴ * residual V W Y θ = 0 := by
  have h1 : Vᴴ * (W * Y) = Y * diagonal θ := by
    rw [← Matrix.mul_assoc]
    exact hY.galerkin
  have h2 : Vᴴ * (V * Y * diagonal θ) = Y * diagonal θ := by
    rw [Matrix.mul_assoc V, ← Matrix.mul_assoc Vᴴ, hV.orthonormal, Matrix.one_mul]
  rw [residual, Matrix.mul_sub, h1, h2, sub_self]
```

In the proof, `h1` and `h2` evaluate the two terms, and the last line subtracts them. In `h2`, the rewrites with `Matrix.mul_assoc` move brackets until VᴴV stands together and can be replaced by 1.

## The collapsed basis keeps its products

Replacing V by X = VY preserves both defining equations:

XᴴX = Yᴴ(VᴴV)Y = YᴴY = 1,

AX = (AV)Y = WY.

```lean
/-- The collapsed basis `V Y` is orthonormal, and `W Y` holds its products with `A`. -/
theorem collapse_state (hV : IsDavidsonState A V W) (hY : IsRitzSelection V W Y θ) :
    IsDavidsonState A (V * Y) (W * Y) where
  orthonormal := by
    rw [conjTranspose_mul, Matrix.mul_assoc, ← Matrix.mul_assoc Vᴴ, hV.orthonormal,
      Matrix.one_mul, hY.orthonormal]
  products := by
    rw [hV.products, Matrix.mul_assoc]
```

The conclusion is again an `IsDavidsonState`, now for the pair (VY, WY). The restarted iteration therefore gets its stored products by combining columns of W. This is an identity in exact arithmetic; rounding errors that build up in W over many restarts are not modelled.

On the new basis the projected matrix is diagonal:

XᴴAX = XᴴWY = Yᴴ(VᴴWY) = Yᴴ(YΘ) = Θ.

```lean
/-- The projection of `A` on the collapsed basis is the diagonal matrix of Ritz values. -/
theorem collapse_projection (hV : IsDavidsonState A V W) (hY : IsRitzSelection V W Y θ) :
    (V * Y)ᴴ * A * (V * Y) = diagonal θ := by
  rw [Matrix.mul_assoc, ← (collapse_state hV hY).products, conjTranspose_mul,
    Matrix.mul_assoc, ← Matrix.mul_assoc Vᴴ, hY.galerkin, ← Matrix.mul_assoc,
    hY.orthonormal, Matrix.one_mul]
```

The proof follows this chain from left to right. It replaces AX by WY using `collapse_state`, expands Xᴴ as YᴴVᴴ, and then applies `hY.galerkin` and `hY.orthonormal`.

## Coupling to an orthogonal block

Let T be a block of vectors with TᴴX = 0. The matrix elements of A between T and the Ritz vectors are

TᴴAX = TᴴWY = Tᴴ(R + XΘ) = TᴴR + (TᴴX)Θ = TᴴR.

```lean
/-- A block `T` orthogonal to the collapsed basis couples to it through the residuals:
`Tᴴ A (V Y) = Tᴴ R`. -/
theorem coupling_eq_residual (hV : IsDavidsonState A V W) (hY : IsRitzSelection V W Y θ)
    {T : Matrix n p 𝕜} (hT : Tᴴ * (V * Y) = 0) :
    Tᴴ * A * (V * Y) = Tᴴ * residual V W Y θ := by
  rw [Matrix.mul_assoc, ← (collapse_state hV hY).products, residual, Matrix.mul_sub,
    ← Matrix.mul_assoc Tᴴ (V * Y), hT, Matrix.zero_mul, sub_zero]
```

The proof runs the same computation from the residual side: it expands TᴴR and removes the Θ term with `hT`. The columns of T need not be normalised, and they need only be orthogonal to X, not to all of V. T may thus contain directions of the old search space that the collapse discarded; for these the coupling is zero, because R is orthogonal to V.

If T is orthogonal to the whole search space, then TᴴX = (TᴴV)Y = 0, and the previous results combine into

XᴴX = 1,  AX = WY,  XᴴAX = Θ,  TᴴAX = Tᴴ(WY − XΘ).

```lean
/-- Davidson collapse: `X = V Y` is orthonormal, `A X = W Y`, the projection of `A` on `X`
is diagonal, and a block `T` orthogonal to `V` has coupling `Tᴴ (W Y - X Θ)` to `X`. -/
theorem davidson_collapse (hV : IsDavidsonState A V W) (hY : IsRitzSelection V W Y θ)
    {T : Matrix n p 𝕜} (hT : Tᴴ * V = 0) :
    (V * Y)ᴴ * (V * Y) = 1 ∧ A * (V * Y) = W * Y ∧
      (V * Y)ᴴ * A * (V * Y) = diagonal θ ∧
      Tᴴ * A * (V * Y) = Tᴴ * (W * Y - V * Y * diagonal θ) := by
  have hTX : Tᴴ * (V * Y) = 0 := by
    rw [← Matrix.mul_assoc, hT, Matrix.zero_mul]
  exact ⟨(collapse_state hV hY).orthonormal, (collapse_state hV hY).products.symm,
    collapse_projection hV hY, coupling_eq_residual hV hY hTX⟩
```

None of the statements so far assumes that A is Hermitian. For a real symmetric or complex Hermitian A, orthonormal eigenvectors of the projected matrix are always available. For a general A, a Y with more than one column need not exist, and over ℝ the projected matrix may have no eigenvector at all.

## The projected matrix after expansion

Now let A be Hermitian, and let T have orthonormal columns with TᴴX = 0. The enlarged basis [X, T] is orthonormal, since

[X, T]ᴴ[X, T] = [ XᴴX  XᴴT ; TᴴX  TᴴT ] = [ 1  0 ; 0  1 ],

where the semicolon separates block rows. Its products are A[X, T] = [WY, AT], so A has to be applied only to the new columns. In the projected matrix, the left column of blocks is already known: XᴴWY = Θ and TᴴWY = TᴴR. The upper right block follows from Aᴴ = A:

XᴴAT = (TᴴAX)ᴴ = (TᴴR)ᴴ = RᴴT.

The projected matrix is therefore

[X, T]ᴴA[X, T] = [ Θ  RᴴT ; TᴴR  TᴴAT ].

```lean
/-- For Hermitian `A`, adding an orthonormal block `T` orthogonal to `X = V Y` gives a
Davidson state with products `[W Y, A T]`, whose projected matrix has the blocks
`Θ`, `Rᴴ T`, `Tᴴ R` and `Tᴴ A T`. -/
theorem expand_after_collapse [DecidableEq p] (hA : A.IsHermitian)
    (hV : IsDavidsonState A V W)
    (hY : IsRitzSelection V W Y θ) {T : Matrix n p 𝕜}
    (hT : Tᴴ * (V * Y) = 0) (hTT : Tᴴ * T = 1) :
    IsDavidsonState A (fromCols (V * Y) T) (fromCols (W * Y) (A * T)) ∧
      (fromCols (V * Y) T)ᴴ * fromCols (W * Y) (A * T) =
        fromBlocks (diagonal θ) ((residual V W Y θ)ᴴ * T)
          (Tᴴ * residual V W Y θ) (Tᴴ * (A * T)) := by
  have hX := collapse_state hV hY
  have hXT : (V * Y)ᴴ * T = 0 := by
    have h := congrArg conjTranspose hT
    rwa [conjTranspose_mul Tᴴ (V * Y), conjTranspose_conjTranspose,
      conjTranspose_zero] at h
  have h11 : (V * Y)ᴴ * (W * Y) = diagonal θ := by
    rw [hX.products, ← Matrix.mul_assoc]
    exact collapse_projection hV hY
  have h21 : Tᴴ * (W * Y) = Tᴴ * residual V W Y θ := by
    rw [hX.products, ← Matrix.mul_assoc]
    exact coupling_eq_residual hV hY hT
  -- the upper right block is the adjoint of the lower left one, since `A` is Hermitian
  have h12 : (V * Y)ᴴ * (A * T) = (residual V W Y θ)ᴴ * T := by
    calc (V * Y)ᴴ * (A * T) = (Tᴴ * A * (V * Y))ᴴ := by
          rw [conjTranspose_mul (Tᴴ * A) (V * Y), conjTranspose_mul Tᴴ A,
            conjTranspose_conjTranspose, hA.eq]
      _ = (Tᴴ * residual V W Y θ)ᴴ := by rw [coupling_eq_residual hV hY hT]
      _ = (residual V W Y θ)ᴴ * T := by
          rw [conjTranspose_mul Tᴴ, conjTranspose_conjTranspose]
  refine ⟨⟨?_, ?_⟩, ?_⟩
  · rw [conjTranspose_fromCols_eq_fromRows_conjTranspose, fromRows_mul_fromCols,
      hX.orthonormal, hXT, hT, hTT, fromBlocks_one]
  · rw [mul_fromCols, hX.products]
  · rw [conjTranspose_fromCols_eq_fromRows_conjTranspose, fromRows_mul_fromCols,
      h11, h12, h21]
```

In Lean, `fromCols` places two matrices side by side and `fromBlocks` assembles the four blocks. The facts `h11`, `h21` and `h12` are the three blocks derived above, and `h12` is the only place where `hA` enters. The last three bullets prove orthonormality, the stored products and the block form by block multiplication.

This describes one restart and expansion of a Davidson solver, such as those used for configuration-interaction eigenproblems or for linear response in the Tamm–Dancoff approximation, for a finite Hermitian matrix with an orthonormal basis. A generalised problem with an overlap matrix is not covered, and neither is the full linear-response problem, which has an indefinite metric. The construction of T from a preconditioner or a correction equation is left open, as is convergence.

## Zero coupling to every orthogonal block means exact eigenvectors

If AX = XΘ, then every T with TᴴX = 0 satisfies

TᴴAX = (TᴴX)Θ = 0.

Conversely, suppose that the coupling vanishes for every such T. The residual block is itself an admissible choice, because VᴴR = 0 gives RᴴX = (RᴴV)Y = 0. Setting T = R yields

0 = RᴴAX = RᴴR.

The diagonal entries of RᴴR are the squared norms of the columns of R, so R = 0, which is AX = XΘ.

```lean
/-- The collapsed basis `X = V Y` is decoupled from every block that is orthogonal to it and has as
many columns as `X` exactly when its columns satisfy the eigenvalue equation `A X = X Θ`. -/
theorem decoupled_iff_eigen (hV : IsDavidsonState A V W) (hY : IsRitzSelection V W Y θ) :
    (∀ T : Matrix n k 𝕜, Tᴴ * (V * Y) = 0 → Tᴴ * A * (V * Y) = 0) ↔
      A * (V * Y) = V * Y * diagonal θ := by
  constructor
  · intro h
    have hRV : (residual V W Y θ)ᴴ * V = 0 := by
      have h0 := congrArg conjTranspose (residual_orthogonal hV hY)
      rwa [conjTranspose_mul Vᴴ, conjTranspose_conjTranspose, conjTranspose_zero] at h0
    have hRX : (residual V W Y θ)ᴴ * (V * Y) = 0 := by
      rw [← Matrix.mul_assoc, hRV, Matrix.zero_mul]
    -- test the coupling with the residual block itself
    have hRR : (residual V W Y θ)ᴴ * residual V W Y θ = 0 := by
      rw [← coupling_eq_residual hV hY hRX]
      exact h _ hRX
    have hR : residual V W Y θ = 0 := conjTranspose_mul_self_eq_zero.mp hRR
    rw [← (collapse_state hV hY).products]
    exact sub_eq_zero.mp hR
  · intro h T hT
    rw [Matrix.mul_assoc, h, ← Matrix.mul_assoc Tᴴ, hT, Matrix.zero_mul]
```

The statement quantifies over blocks T with as many columns as X, which is the width of R and so suffices for this test. In the forward direction, `hRX` shows that R is admissible, `hRR` is the equation RᴴR = 0, and `conjTranspose_mul_self_eq_zero` draws the conclusion R = 0. The eigenvalue equation makes each column of X an eigenvector of A, but it does not say which part of the spectrum has been found. Nor is the vanishing of TᴴR for one arbitrarily chosen T enough in general, since a non-zero R may be orthogonal to that T.

## A three-dimensional example with coupling 3

Take the real symmetric matrix

A = [ 9  12  5 ; 12  16  0 ; 5  0  1 ].

```lean
/-- A real symmetric 3 × 3 example matrix. -/
def exA : Matrix (Fin 3) (Fin 3) ℝ := !![9, 12, 5; 12, 16, 0; 5, 0, 1]
```

Let the search space be spanned by the first two coordinate vectors. The projected matrix is then the upper left block [ 9  12 ; 12  16 ].

```lean
/-- The search basis made of the first two coordinate vectors. -/
def exV : Matrix (Fin 3) (Fin 2) ℝ := !![1, 0; 0, 1; 0, 0]
```

Keep the single coefficient vector y = (3/5, 4/5). It is normalised, and the projected matrix maps it to (15, 20) = 25y, so its Ritz value is 25.

```lean
/-- The coefficients of one retained Ritz vector. -/
noncomputable def exY : Matrix (Fin 2) (Fin 1) ℝ := !![3 / 5; 4 / 5]
```

The third coordinate vector t is normalised and orthogonal to the search space.

```lean
/-- The third coordinate vector as expansion block. -/
def exT : Matrix (Fin 3) (Fin 1) ℝ := !![0; 0; 1]
```

The Ritz vector is x = (3/5, 4/5, 0), and

Ax = (15, 20, 3),  r = Ax − 25x = (0, 0, 3).

The coupling is tᴴAx = tᴴr = 3, and the expanded projected matrix is [ 25  3 ; 3  1 ].

```lean
/-- `exA` is Hermitian, `exV` with its products is a Davidson state, `exY` is a Ritz selection with
value 25, and `exT` is normalised, orthogonal to `exV` and has coupling 3 to `exV * exY`. -/
theorem davidson_collapse_witness :
    exA.IsHermitian ∧ IsDavidsonState exA exV (exA * exV) ∧
      IsRitzSelection exV (exA * exV) exY (fun _ => 25) ∧
      exTᴴ * exV = 0 ∧ exTᴴ * exT = 1 ∧ exTᴴ * exA * (exV * exY) = !![3] := by
  refine ⟨Matrix.IsHermitian.ext fun i j => ?_, ⟨?_, rfl⟩, ⟨?_, ?_⟩, ?_, ?_, ?_⟩
  · fin_cases i <;> fin_cases j <;> simp [exA]
  all_goals
    ext i j
    fin_cases i <;> fin_cases j <;>
      norm_num [exA, exV, exY, exT, Matrix.mul_apply, Fin.sum_univ_succ]

end DavidsonCollapse
```

The theorem confirms that these matrices satisfy the hypotheses of the collapse and of the expansion, with a coupling that is not zero. In its proof the stored products hold by definition, since W is given as AV. The symmetry of A and the other equations are checked entry by entry: `fin_cases` lists the index pairs, and `simp` or `norm_num` does the arithmetic.

```lean
#print axioms DavidsonCollapse.coupling_eq_residual
-- 'DavidsonCollapse.coupling_eq_residual' depends on axioms: [propext, Classical.choice, Quot.sound]
#print axioms DavidsonCollapse.davidson_collapse
-- 'DavidsonCollapse.davidson_collapse' depends on axioms: [propext, Classical.choice, Quot.sound]
#print axioms DavidsonCollapse.expand_after_collapse
-- 'DavidsonCollapse.expand_after_collapse' depends on axioms: [propext, Classical.choice, Quot.sound]
#print axioms DavidsonCollapse.decoupled_iff_eigen
-- 'DavidsonCollapse.decoupled_iff_eigen' depends on axioms: [propext, Classical.choice, Quot.sound]
```
